# The coupling threshold for singlet–triplet inversion in a model with a fixed triplet energy

## One double excitation

An open-shell singlet at energy \(e+K\) and its triplet partner at \(e-K\) are separated by \(2K\), where \(K>0\) is the exchange integral of the two singly occupied orbitals. Let the singlet couple, with real matrix element \(w\), to one doubly excited singlet at \(e+D\), where \(D+K>0\) places that state above the triplet. The singlet energies \(E\) satisfy

\[
(e+K-E)(e+D-E)=w^2 .
\]

Completing the square gives

\[
\left(E-e-\tfrac{K+D}{2}\right)^2=\left(\tfrac{D-K}{2}\right)^2+w^2,
\]

so the lower root is

\[
E_-=e+\tfrac{K+D}{2}-\sqrt{\left(\tfrac{D-K}{2}\right)^2+w^2}.
\]

Hence \(E_-<e-K\) exactly when the square root exceeds \((D+3K)/2\). This number is positive, since \(D+3K=(D+K)+2K\), so both sides may be squared:

\[
w^2>\frac{(D+3K)^2-(D-K)^2}{4}=2K(D+K).
\]

Replacing the inequality by an equality gives the degeneracy condition \(w^2=2K(D+K)\).

## Several double excitations

Now let the singlet couple by \(w_i\) to finitely many double excitations at \(e+D_i\), with every \(D_i+K>0\) and no coupling among them. With amplitudes \(c_0\) and \(c_i\),

\[
(e+K)c_0+\sum_i w_ic_i=Ec_0,\qquad w_ic_0+(e+D_i)c_i=Ec_i .
\]

If \(E\) lies below all \(e+D_i\), the second equation gives \(c_i=-w_ic_0/(e+D_i-E)\). Then \(c_0\neq0\), since otherwise every amplitude would vanish. Substituting and dividing by \(c_0\) gives the secular equation

\[
e+K-E=\sum_i\frac{w_i^2}{e+D_i-E}.
\]

Conversely, a solution \(E\) gives an eigenvector with \(c_0=1\); after normalisation its open-shell weight is \(1/\bigl(1+\sum_i w_i^2/(e+D_i-E)^2\bigr)\).

Write \(E=e-K-g\), where \(g>0\) is the depth below the triplet:

\[
2K+g=\sum_i\frac{w_i^2}{D_i+K+g}.
\]

Let \(S=\sum_i w_i^2/(D_i+K)\). The right side is at most \(S\), so a solution requires \(S>2K\). If \(S>2K\), the left side minus the right is negative at \(g=0\) and nonnegative at \(g=S+|2K|\), so by continuity it vanishes at some \(g>0\). The left side strictly increases with \(g\) and the right side does not increase, so there is only one such depth.

In this finite model with a fixed triplet, a calculation without double excitations sets all \(w_i=0\) and finds no inversion for \(K>0\). A code that has the matrix elements can compare \(S\) with \(2K\) before diagonalising. This amounts to evaluating the dressed singlet energy \(e+K-\sum_i w_i^2/(e+D_i-E)\) at \(E=e-K\) and checking whether it falls below the triplet.

## The Hamiltonian and its levels in Lean

The finite type `ι` labels the double excitations.

```lean
import Mathlib

open Matrix

namespace SingletTripletInversion

noncomputable section

variable {ι : Type*} [Fintype ι] [DecidableEq ι]
```

A level is a real number with a nonzero real eigenvector, which need not be normalised.

```lean
/-- `E` is an energy level of the real Hamiltonian matrix `H`: it has a nonzero eigenvector. -/
def IsLevel {n : Type*} [Fintype n] (H : Matrix n n ℝ) (E : ℝ) : Prop :=
  ∃ v : n → ℝ, v ≠ 0 ∧ H *ᵥ v = E • v
```

In `Option ι`, `none` is the open-shell singlet and `some i` is a double excitation. The triplet is not a state of this matrix: it enters only as the number `e - K`, so any lowering of the triplet by its own couplings is left out. The ground state from which the excitations are counted is absent too, so "the lowest singlet" below means the lowest level of the singlet matrix.

```lean
/-- The singlet Hamiltonian: an open-shell singlet at `e + K`, coupled by `w i` to double
excitations at `e + D i` that are not coupled to each other. -/
def singletBlock (e K : ℝ) (D w : ι → ℝ) : Matrix (Option ι) (Option ι) ℝ :=
  Matrix.of fun p q => match p, q with
    | none, none => e + K
    | none, some i => w i
    | some i, none => w i
    | some i, some j => if i = j then e + D i else 0
```

A model with couplings among the double excitations would have a full symmetric block \(B\) in place of the diagonal one. Diagonalising \(B\) first restores the present form, with rotated couplings and the eigenvalues of \(B\) as the energies \(e+D_i\).

## Eliminating the double excitations

The matrix equation is first split into the two component equations above.

```lean
/-- The Schrödinger equation of the singlet block, written out for the amplitudes of the
open-shell singlet and of each double excitation. -/
theorem level_equations (e K : ℝ) (D w : ι → ℝ) (E : ℝ) (v : Option ι → ℝ) :
    singletBlock e K D w *ᵥ v = E • v ↔
      (e + K) * v none + ∑ i, w i * v (some i) = E * v none ∧
      ∀ i, w i * v none + (e + D i) * v (some i) = E * v (some i) := by
  rw [funext_iff, Option.forall]
  simp [singletBlock, Matrix.mulVec, dotProduct, Fintype.sum_option, ite_mul]
```

The next theorem is the secular equation, under the hypothesis `hE` that `E` lies below every double excitation. The forward direction establishes `hx` (the eliminated amplitudes) and `hc` (\(c_0\neq0\)), then cancels \(c_0\); the reverse direction supplies the eigenvector with \(c_0=1\).

```lean
/-- Below all double excitations, the singlet levels are exactly the solutions of the
secular equation obtained by eliminating the double excitations. -/
theorem level_iff_secular (e K : ℝ) (D w : ι → ℝ) (E : ℝ) (hE : ∀ i, E < e + D i) :
    IsLevel (singletBlock e K D w) E ↔
      e + K - E = ∑ i, w i ^ 2 / (e + D i - E) := by
  have hp : ∀ i, e + D i - E ≠ 0 := fun i => (sub_pos.2 (hE i)).ne'
  constructor
  · rintro ⟨v, hv, h⟩
    obtain ⟨h0, h1⟩ := (level_equations e K D w E v).1 h
    -- each double-excitation amplitude follows the open-shell amplitude
    have hx : ∀ i, v (some i) = -(w i * v none) / (e + D i - E) := fun i => by
      rw [eq_div_iff (hp i)]
      linear_combination h1 i
    have hc : v none ≠ 0 := by
      intro hc
      apply hv
      funext p
      cases p with
      | none => exact hc
      | some i => rw [hx i, hc]; simp
    have hs : ∑ i, w i * v (some i) = -(v none * ∑ i, w i ^ 2 / (e + D i - E)) := by
      rw [Finset.mul_sum, ← Finset.sum_neg_distrib]
      apply Finset.sum_congr rfl
      intro i _
      rw [hx i]
      ring
    apply mul_left_cancel₀ hc
    linear_combination h0 - hs
  · intro h
    -- the eigenvector with unit open-shell amplitude
    refine ⟨fun p => p.elim 1 (fun i => -w i / (e + D i - E)), ?_,
      (level_equations e K D w E _).2 ⟨?_, ?_⟩⟩
    · intro h0
      have h1 := congrFun h0 none
      simp at h1
    · have hs : ∑ i, w i * (-w i / (e + D i - E)) = -∑ i, w i ^ 2 / (e + D i - E) := by
        rw [← Finset.sum_neg_distrib]
        apply Finset.sum_congr rfl
        intro i _
        ring
      change (e + K) * 1 + ∑ i, w i * (-w i / (e + D i - E)) = E * 1
      linear_combination hs + h
    · intro i
      have hq : -w i / (e + D i - E) * (e + D i - E) = -w i := div_mul_cancel₀ _ (hp i)
      change w i * 1 + (e + D i) * (-w i / (e + D i - E)) = E * (-w i / (e + D i - E))
      linear_combination hq
```

## The inversion criterion and the single inverted energy

Larger positive denominators cannot increase the sum.

```lean
omit [DecidableEq ι] in
/-- The second-order sum of squared couplings over energy denominators does not increase when
the positive denominators grow. -/
theorem coupling_sum_anti (w a b : ι → ℝ) (ha : ∀ i, 0 < a i) (hab : ∀ i, a i ≤ b i) :
    ∑ i, w i ^ 2 / b i ≤ ∑ i, w i ^ 2 / a i :=
  Finset.sum_le_sum fun i _ => div_le_div_of_nonneg_left (sq_nonneg _) (ha i) (hab i)
```

The criterion needs only `hD`, every `D i + K` positive; the sign of `K` is free. With no double excitations it reduces to \(K<0\). In the proof, `f` is the difference of the two sides as a function of \(g\), and `G` is the upper end point \(S+|2K|\) for the intermediate value theorem.

```lean
/-- With all double excitations above the triplet energy `e - K`, a singlet level lies below
the triplet exactly when the sum of `w i ^ 2 / (D i + K)` exceeds the bare gap `2 * K`. -/
theorem singlet_below_triplet_iff (e K : ℝ) (D w : ι → ℝ) (hD : ∀ i, 0 < D i + K) :
    (∃ E, E < e - K ∧ IsLevel (singletBlock e K D w) E) ↔
      2 * K < ∑ i, w i ^ 2 / (D i + K) := by
  constructor
  · rintro ⟨E, hE, h⟩
    rw [level_iff_secular e K D w E (fun i => by linarith [hD i])] at h
    have hm := coupling_sum_anti w (fun i => D i + K) (fun i => e + D i - E) hD
      (fun i => by linarith)
    linarith
  · intro h
    -- look for the depth g of the singlet below the triplet
    let f : ℝ → ℝ := fun g => 2 * K + g - ∑ i, w i ^ 2 / (D i + K + g)
    let G : ℝ := ∑ i, w i ^ 2 / (D i + K) + |2 * K|
    have hG : 0 ≤ G := add_nonneg
      (Finset.sum_nonneg fun i _ => div_nonneg (sq_nonneg _) (hD i).le) (abs_nonneg _)
    have hf : ContinuousOn f (Set.Icc 0 G) := by
      refine ContinuousOn.sub (by fun_prop) (continuousOn_finsetSum _ fun i _ => ?_)
      refine ContinuousOn.div continuousOn_const (by fun_prop) fun g hg => ?_
      have : 0 < D i + K + g := by linarith [hD i, hg.1]
      exact this.ne'
    have h0 : f 0 < 0 := by
      simp only [f, add_zero]
      linarith
    have h1 : 0 ≤ f G := by
      have hm := coupling_sum_anti w (fun i => D i + K) (fun i => D i + K + G) hD
        (fun i => by linarith)
      have hk := neg_abs_le (2 * K)
      have hGd : G = ∑ i, w i ^ 2 / (D i + K) + |2 * K| := rfl
      change 0 ≤ 2 * K + G - ∑ i, w i ^ 2 / (D i + K + G)
      linarith
    obtain ⟨g, hg, hfg⟩ := intermediate_value_Icc hG hf ⟨h0.le, h1⟩
    have hg0 : g ≠ 0 := by
      rintro rfl
      linarith
    have hgpos : 0 < g := lt_of_le_of_ne hg.1 (Ne.symm hg0)
    refine ⟨e - K - g, by linarith, ?_⟩
    rw [level_iff_secular e K D w _ (fun i => by linarith [hD i])]
    have hs : ∑ i, w i ^ 2 / (e + D i - (e - K - g)) = ∑ i, w i ^ 2 / (D i + K + g) := by
      apply Finset.sum_congr rfl
      intro i _
      congr 1
      ring
    change 2 * K + g - ∑ i, w i ^ 2 / (D i + K + g) = 0 at hfg
    rw [hs]
    linarith
```

Uniqueness compares the secular equations at two supposed energies `A < B`. It concerns the energy and makes no statement about the number of eigenvectors.

```lean
/-- With all double excitations above the triplet energy, any two singlet levels below the
triplet have the same energy. -/
theorem inverted_level_unique (e K : ℝ) (D w : ι → ℝ) (hD : ∀ i, 0 < D i + K)
    {E F : ℝ} (hE : E < e - K) (hF : F < e - K)
    (lE : IsLevel (singletBlock e K D w) E) (lF : IsLevel (singletBlock e K D w) F) :
    E = F := by
  have key : ∀ A B : ℝ, A < B → B < e - K → IsLevel (singletBlock e K D w) A →
      IsLevel (singletBlock e K D w) B → False := by
    intro A B hAB hB lA lB
    rw [level_iff_secular e K D w A (fun i => by linarith [hD i])] at lA
    rw [level_iff_secular e K D w B (fun i => by linarith [hD i])] at lB
    have hm := coupling_sum_anti w (fun i => e + D i - B) (fun i => e + D i - A)
      (fun i => by linarith [hD i]) (fun i => by linarith)
    linarith
  rcases lt_trichotomy E F with h | h | h
  · exact (key E F h hF lE lF).elim
  · exact h
  · exact (key F E h hE lF lE).elim
```

## The two-state threshold

The closed formula for \(E_-\) is a definition, so its role as lowest eigenvalue has to be proved.

```lean
/-- The lower root for an open-shell singlet at `e + K` coupled by `w` to one double
excitation at `e + D`. -/
def lowerSinglet (e K D w : ℝ) : ℝ :=
  e + (K + D) / 2 - Real.sqrt (((D - K) / 2) ^ 2 + w ^ 2)
```

A nonzero eigenvector exists exactly when the determinant of the shifted matrix vanishes.

```lean
/-- The levels of the two-state singlet block are the roots of its characteristic equation. -/
theorem two_state_level_iff (e K D w E : ℝ) :
    IsLevel !![e + K, w; w, e + D] E ↔ (e + K - E) * (e + D - E) - w * w = 0 := by
  have hdet := Matrix.exists_mulVec_eq_zero_iff (M := !![e + K - E, w; w, e + D - E])
  rw [Matrix.det_fin_two_of] at hdet
  rw [← hdet]
  unfold IsLevel
  refine exists_congr fun v => and_congr_right fun _ => ?_
  simp only [funext_iff, Fin.forall_fin_two]
  refine and_congr ?_ ?_ <;> simp [Matrix.mulVec, dotProduct, Fin.sum_univ_two] <;>
    constructor <;> intro h <;> linear_combination h
```

`IsLeast` says that \(E_-\) is a level and that no level lies lower. For the second part, an `E` below \(E_-\) would violate the characteristic equation.

```lean
/-- `lowerSinglet` is the lowest eigenvalue of the two-state singlet block. -/
theorem lowerSinglet_isLeast (e K D w : ℝ) :
    IsLeast {E | IsLevel !![e + K, w; w, e + D] E} (lowerSinglet e K D w) := by
  have hs := Real.sq_sqrt (show 0 ≤ ((D - K) / 2) ^ 2 + w ^ 2 by positivity)
  have hn := Real.sqrt_nonneg (((D - K) / 2) ^ 2 + w ^ 2)
  constructor
  · change IsLevel _ _
    rw [two_state_level_iff]
    unfold lowerSinglet
    linear_combination hs
  · intro E hE
    change IsLevel _ _ at hE
    rw [two_state_level_iff] at hE
    unfold lowerSinglet
    by_contra hlt
    have hlt' := not_le.1 hlt
    nlinarith
```

The threshold follows by isolating the square root and squaring, which `Real.lt_sqrt` permits because \((D+3K)/2\) is nonnegative.

```lean
/-- For one double excitation above the triplet energy and `K > 0`, the lowest singlet lies
below the triplet energy `e - K` exactly when `w ^ 2 > 2 * K * (D + K)`. -/
theorem two_state_inversion_iff (e K D w : ℝ) (hK : 0 < K) (hD : 0 < D + K) :
    lowerSinglet e K D w < e - K ↔ 2 * K * (D + K) < w ^ 2 := by
  have h : lowerSinglet e K D w < e - K ↔
      (D + 3 * K) / 2 < Real.sqrt (((D - K) / 2) ^ 2 + w ^ 2) := by
    unfold lowerSinglet
    constructor <;> intro h <;> linarith
  rw [h, Real.lt_sqrt (by linarith)]
  constructor <;> intro h <;> nlinarith
```

At equality, the difference of the two squares is factored; the signs of the two numbers then force them to agree.

```lean
/-- For one double excitation above the triplet energy `e - K` and `K > 0`, the lowest singlet is
degenerate with the triplet exactly when `w ^ 2 = 2 * K * (D + K)`. -/
theorem two_state_degenerate_iff (e K D w : ℝ) (hK : 0 < K) (hD : 0 < D + K) :
    lowerSinglet e K D w = e - K ↔ w ^ 2 = 2 * K * (D + K) := by
  have hs := Real.sq_sqrt (show 0 ≤ ((D - K) / 2) ^ 2 + w ^ 2 by positivity)
  have hn := Real.sqrt_nonneg (((D - K) / 2) ^ 2 + w ^ 2)
  unfold lowerSinglet
  constructor
  · intro h
    have hr : Real.sqrt (((D - K) / 2) ^ 2 + w ^ 2) = (D + 3 * K) / 2 := by linarith
    rw [hr] at hs
    linear_combination -hs
  · intro h
    -- two nonnegative numbers with equal squares agree
    have hz : (Real.sqrt (((D - K) / 2) ^ 2 + w ^ 2) - (D + 3 * K) / 2) *
        (Real.sqrt (((D - K) / 2) ^ 2 + w ^ 2) + (D + 3 * K) / 2) = 0 := by
      linear_combination hs + h
    rcases mul_eq_zero.1 hz with h1 | h1 <;> linarith

end

end SingletTripletInversion
```

```lean
#print axioms SingletTripletInversion.singlet_below_triplet_iff
#print axioms SingletTripletInversion.lowerSinglet_isLeast
#print axioms SingletTripletInversion.two_state_inversion_iff
#print axioms SingletTripletInversion.two_state_degenerate_iff
```

```
'SingletTripletInversion.singlet_below_triplet_iff' depends on axioms: [propext, Classical.choice, Quot.sound]
'SingletTripletInversion.lowerSinglet_isLeast' depends on axioms: [propext, Classical.choice, Quot.sound]
'SingletTripletInversion.two_state_inversion_iff' depends on axioms: [propext, Classical.choice, Quot.sound]
'SingletTripletInversion.two_state_degenerate_iff' depends on axioms: [propext, Classical.choice, Quot.sound]
```
